# For positive mass, the standard boost is the only positive definite 2×2 matrix taking the rest momentum to p

## Which matrix takes a particle from rest to momentum p?

Two people can boost the same rest spinor to momentum \(\mathbf p\), each check that the rest momentum arrives at \(\mathbf p\), and still disagree about the spin components. Their matrices may differ by a rotation made before the boost, and the momentum check can't see it.

One remedy is to agree on a matrix for each momentum. A common choice, for \(m>0\) and \(E=\sqrt{m^2+\mathbf p\cdot\mathbf p}\), is

\[
A=\frac{(E+m)I+\mathbf p\cdot\boldsymbol\sigma}{\sqrt{2m(E+m)}} .
\]

Here \(\boldsymbol\sigma\) stands for the three Pauli matrices. A four-vector \((t,\mathbf p)\) is written as the matrix \(X=tI+\mathbf p\cdot\boldsymbol\sigma\), and a 2×2 matrix \(M\) takes it to \(MXM^\dagger\). I have seen it stated that \(A\) is Hermitian, positive definite, of determinant 1, and satisfies \(A(mI)A^\dagger=EI+\mathbf p\cdot\boldsymbol\sigma\). I would like a rigorous proof, checked by machine, that also says how much freedom the momentum condition leaves.

## The positive definite solution, and an SU(2) factor for the rest

The claim holds. Positive definiteness singles out \(A\), and the solutions of determinant 1 are exactly the products \(AU\) with \(U\in SU(2)\). For a free massive particle, this \(SU(2)\) factor rotates the rest-frame spin axes used to label the spin states at momentum \(\mathbf p\); \(U\) and \(-U\) give the same axes.

### Four-vectors as matrices

Number the spatial components \(p_0,p_1,p_2\), for the \(x\), \(y\) and \(z\) directions, and write

\[
X(t,\mathbf p)=tI+\mathbf p\cdot\boldsymbol\sigma=
\begin{pmatrix}t+p_2&p_0-ip_1\\p_0+ip_1&t-p_2\end{pmatrix}.
\]

Multiplying out the entries gives

\[
\det X=t^2-\mathbf p\cdot\mathbf p,\qquad
X^2=(t^2+\mathbf p\cdot\mathbf p)I+2t\,\mathbf p\cdot\boldsymbol\sigma .
\]

The matrix \(X\) is positive definite exactly when \(t>0\) and \(\mathbf p\cdot\mathbf p<t^2\). To see this, let \(Q=x^\dagger Xx\) for a spinor \(x=(x_0,x_1)\) and complete the square:

\[
(t+p_2)Q=\left|(t+p_2)x_0+(p_0-ip_1)x_1\right|^2+(t^2-\mathbf p\cdot\mathbf p)|x_1|^2 .
\]

If the two inequalities hold, then \(|p_2|<t\), so \(t+p_2>0\). The right side is positive for \(x\neq0\): the second term is positive if \(x_1\neq0\), and the first if \(x_1=0\).

Conversely, if \(X\) is positive definite, the spinors \((1,0)\) and \((0,1)\) give \(t+p_2>0\) and \(t-p_2>0\), hence \(t>0\). The spinor \((-(p_0-ip_1),\,t+p_2)\) makes the square vanish and gives \(\mathbf p\cdot\mathbf p<t^2\).

### The boost and its uniqueness

Let \(c=1/\sqrt{2m(E+m)}\), so that \(A=X(c(E+m),c\mathbf p)\). With \(\mathbf p\cdot\mathbf p=E^2-m^2\),

\[
\det A=c^2\left[(E+m)^2-(E^2-m^2)\right]=c^2\,2m(E+m)=1 .
\]

Since \(c(E+m)>0\) as well, \(A\) is positive definite, and in particular Hermitian. Therefore

\[
\begin{aligned}
A(mI)A^\dagger=mA^2
&=mc^2\left[\left((E+m)^2+E^2-m^2\right)I+2(E+m)\,\mathbf p\cdot\boldsymbol\sigma\right]\\
&=mc^2\,2(E+m)\left[EI+\mathbf p\cdot\boldsymbol\sigma\right]
=EI+\mathbf p\cdot\boldsymbol\sigma .
\end{aligned}
\]

Now let \(B\) be any positive definite matrix with \(B(mI)B^\dagger=EI+\mathbf p\cdot\boldsymbol\sigma\). It is Hermitian, so \(B=bI+\mathbf q\cdot\boldsymbol\sigma\) with real \(b\) and \(\mathbf q\), where \(b>0\) and \(\mathbf q\cdot\mathbf q<b^2\). Comparing coefficients in \(mB^2\) gives

\[
m(b^2+\mathbf q\cdot\mathbf q)=E,\qquad 2mb\,\mathbf q=\mathbf p .
\]

The mass shell relation becomes \(m^2=E^2-\mathbf p\cdot\mathbf p=m^2(b^2-\mathbf q\cdot\mathbf q)^2\). The bracket is positive, so it equals 1. Then \(E+m=2mb^2\), and \(c^2\,2m(E+m)=1\) reads \((2mbc)^2=1\), so \(2mbc=1\). Consequently \(c(E+m)=b\) and \(c\mathbf p=\mathbf q\), which says \(B=A\).

Finally, let \(M\) have determinant 1 and satisfy the same momentum condition. Then \(MM^\dagger=AA^\dagger\). Put \(U=A^{-1}M\). It has determinant 1, and

\[
UU^\dagger=A^{-1}AA^\dagger(A^{-1})^\dagger=I .
\]

Conversely, if \(U\in SU(2)\), then \((AU)(AU)^\dagger=AA^\dagger\) and \(\det(AU)=1\).

### What the Lean theorems say

A momentum is a function `p : Fin 3 → ℝ`, and `p ⬝ᵥ p` is its Euclidean square. The definition `slash t p` is \(X(t,\mathbf p)\), `energy m p` is the positive root \(E\), and `boost m p` is \(A\). The rest momentum is `(m : ℂ) • 1`, and `ᴴ` is the conjugate transpose. Units have \(c_{\text{light}}=1\), and the determinant fixes the sign convention in which a timelike vector has positive square.

There are three main theorems, each for `0 < m` and every real `p`, including zero:

- `boost_spec` states that the boost is Hermitian, positive definite and of determinant 1, and that it maps the rest momentum to \((E,\mathbf p)\).
- `boost_unique` states that a positive definite `B` with the same action on the rest momentum equals `boost m p`. Determinant 1 is a consequence here, not a hypothesis.
- `maps_rest_iff` describes all solutions of determinant 1, with its `A` playing the part of \(M\) above.

The hypothesis `0 < m` stands for a particle that has a rest frame, so massless particles are excluded. The theorems concern the image of one vector, the rest momentum. They don't construct the corresponding 4×4 Lorentz matrix or describe its action on other four-vectors.

```lean
import Mathlib

open Matrix
open scoped ComplexOrder

namespace StandardBoost

noncomputable section

/-- The three Pauli matrices. -/
def pauli : Fin 3 → Matrix (Fin 2) (Fin 2) ℂ :=
  ![!![0, 1; 1, 0], !![0, -Complex.I; Complex.I, 0], !![1, 0; 0, -1]]

/-- The four-vector `(t, p)` as the matrix `t I + p·σ`. -/
def slash (t : ℝ) (p : Fin 3 → ℝ) : Matrix (Fin 2) (Fin 2) ℂ :=
  (t : ℂ) • 1 + ∑ k, (p k : ℂ) • pauli k

/-- The relativistic energy `√(m² + p·p)`. -/
def energy (m : ℝ) (p : Fin 3 → ℝ) : ℝ := √(m ^ 2 + p ⬝ᵥ p)

/-- The standard boost `((E + m) I + p·σ) / √(2m(E + m))`. -/
def boost (m : ℝ) (p : Fin 3 → ℝ) : Matrix (Fin 2) (Fin 2) ℂ :=
  ((1 / √(2 * m * (energy m p + m)) : ℝ) : ℂ) • slash (energy m p + m) p

/-- The matrix of a four-vector, written out in its entries. -/
theorem slash_eq (t : ℝ) (p : Fin 3 → ℝ) :
    slash t p = !![(t : ℂ) + p 2, p 0 - p 1 * Complex.I;
      p 0 + p 1 * Complex.I, (t : ℂ) - p 2] := by
  ext i j
  fin_cases i <;> fin_cases j <;> simp [slash, pauli, Fin.sum_univ_three] <;> ring

/-- Scaling the matrix of a four-vector scales its time and space parts. -/
theorem smul_slash (c t : ℝ) (p : Fin 3 → ℝ) :
    (c : ℂ) • slash t p = slash (c * t) (c • p) := by
  simp only [slash, smul_add, Finset.smul_sum, smul_smul, Pi.smul_apply, smul_eq_mul,
    Complex.ofReal_mul]

/-- The square of `t I + p·σ` is `(t² + p·p) I + 2t p·σ`. -/
theorem slash_mul_self (t : ℝ) (p : Fin 3 → ℝ) :
    slash t p * slash t p = slash (t ^ 2 + p ⬝ᵥ p) ((2 * t) • p) := by
  rw [slash_eq, slash_eq]
  ext i j
  fin_cases i <;> fin_cases j <;> apply Complex.ext <;>
    simp [Matrix.mul_apply, Fin.sum_univ_two, dotProduct, Fin.sum_univ_three, sq] <;> ring

/-- The determinant of `t I + p·σ` is the Minkowski square `t² - p·p`. -/
theorem det_slash (t : ℝ) (p : Fin 3 → ℝ) :
    (slash t p).det = ((t ^ 2 - p ⬝ᵥ p : ℝ) : ℂ) := by
  rw [slash_eq, Matrix.det_fin_two]
  apply Complex.ext <;> simp [dotProduct, Fin.sum_univ_three, sq] <;> ring

/-- The matrix `t I + p·σ` is positive definite exactly when `(t, p)` is timelike and
points to the future. -/
theorem posDef_slash_iff (t : ℝ) (p : Fin 3 → ℝ) :
    (slash t p).PosDef ↔ 0 < t ∧ p ⬝ᵥ p < t ^ 2 := by
  have quad : ∀ x : Fin 2 → ℂ, star x ⬝ᵥ (slash t p *ᵥ x) =
      (((t + p 2) * ((x 0).re ^ 2 + (x 0).im ^ 2) + (t - p 2) * ((x 1).re ^ 2 + (x 1).im ^ 2)
        + 2 * (p 0 * ((x 0).re * (x 1).re + (x 0).im * (x 1).im)
          + p 1 * ((x 0).re * (x 1).im - (x 0).im * (x 1).re)) : ℝ) : ℂ) := by
    intro x
    rw [slash_eq]
    apply Complex.ext
    · rw [Complex.ofReal_re]
      simp [Matrix.mulVec, dotProduct, Fin.sum_univ_two]
      ring
    · rw [Complex.ofReal_im]
      simp [Matrix.mulVec, dotProduct, Fin.sum_univ_two]
      ring
  have hdot : p ⬝ᵥ p = p 0 * p 0 + p 1 * p 1 + p 2 * p 2 := by
    simp [dotProduct, Fin.sum_univ_three]
  constructor
  · intro h
    have key : ∀ x : Fin 2 → ℂ, x ≠ 0 → 0 < (star x ⬝ᵥ (slash t p *ᵥ x)).re :=
      fun x hx => (Complex.lt_def.1 (h.dotProduct_mulVec_pos hx)).1
    -- three test spinors give the three inequalities
    have h0 := key ![1, 0] (fun h => by simpa using congrFun h 0)
    have h1 := key ![0, 1] (fun h => by simpa using congrFun h 1)
    rw [quad, Complex.ofReal_re] at h0 h1
    simp at h0 h1
    have h2 := key ![⟨-p 0, p 1⟩, ⟨t + p 2, 0⟩] (fun h => by
      have := congrArg Complex.re (congrFun h 1)
      simp at this
      linarith)
    rw [quad, Complex.ofReal_re] at h2
    simp only [Matrix.cons_val_zero, Matrix.cons_val_one] at h2
    have h3 : 0 < (t + p 2) * (t ^ 2 - p ⬝ᵥ p) := by
      rw [hdot]
      linarith
    have h4 := (mul_pos_iff_of_pos_left h0).1 h3
    exact ⟨by linarith, by linarith⟩
  · rintro ⟨ht, hp⟩
    rw [hdot] at hp
    have hc : 0 < t + p 2 := by nlinarith [sq_nonneg (p 0), sq_nonneg (p 1)]
    refine Matrix.posDef_iff_dotProduct_mulVec.2 ⟨?_, ?_⟩
    · rw [slash_eq]
      refine Matrix.IsHermitian.ext fun i j => ?_
      fin_cases i <;> fin_cases j <;> apply Complex.ext <;> simp
    · intro x hx
      rw [quad]
      refine Complex.zero_lt_real.2 ((mul_pos_iff_of_pos_left hc).1 ?_)
      by_cases h1 : x 1 = 0
      · have h0 : x 0 ≠ 0 := fun h0 => hx (by ext k; fin_cases k <;> simp [h0, h1])
        have hn := Complex.normSq_pos.2 h0
        rw [Complex.normSq_apply] at hn
        simp only [h1, Complex.zero_re, Complex.zero_im]
        nlinarith [mul_pos hc (mul_pos hc hn)]
      · have hn := Complex.normSq_pos.2 h1
        rw [Complex.normSq_apply] at hn
        -- complete the square in the upper component
        nlinarith [mul_pos (sub_pos.2 hp) hn,
          sq_nonneg ((t + p 2) * (x 0).re + p 0 * (x 1).re + p 1 * (x 1).im),
          sq_nonneg ((t + p 2) * (x 0).im + p 0 * (x 1).im - p 1 * (x 1).re)]

/-- For positive mass the energy is positive and obeys the mass shell relation. -/
theorem energy_spec {m : ℝ} (hm : 0 < m) (p : Fin 3 → ℝ) :
    0 < energy m p ∧ energy m p ^ 2 = m ^ 2 + p ⬝ᵥ p := by
  have hp : 0 ≤ p ⬝ᵥ p := Finset.sum_nonneg fun i _ => mul_self_nonneg (p i)
  have h : 0 < m ^ 2 + p ⬝ᵥ p := by positivity
  exact ⟨Real.sqrt_pos.2 h, Real.sq_sqrt h.le⟩

/-- For positive mass the boost is itself of the form `t I + q·σ`, with `(t, q)` a positive multiple
`c` of `(E + m, p)` and `c² · 2m(E + m) = 1`. -/
theorem boost_eq_slash {m : ℝ} (hm : 0 < m) (p : Fin 3 → ℝ) :
    ∃ c : ℝ, 0 < c ∧ c ^ 2 * (2 * m * (energy m p + m)) = 1 ∧
      boost m p = slash (c * (energy m p + m)) (c • p) := by
  have hE := (energy_spec hm p).1
  have hK : 0 < 2 * m * (energy m p + m) := by positivity
  refine ⟨1 / √(2 * m * (energy m p + m)), one_div_pos.2 (Real.sqrt_pos.2 hK), ?_,
    smul_slash _ _ _⟩
  rw [div_pow, Real.sq_sqrt hK.le, one_pow]
  exact one_div_mul_cancel hK.ne'

/-- For positive mass the standard boost is Hermitian, positive definite and of determinant 1, and
it maps the rest momentum `m I` to `E I + p·σ`. -/
theorem boost_spec {m : ℝ} (hm : 0 < m) (p : Fin 3 → ℝ) :
    (boost m p).IsHermitian ∧ (boost m p).PosDef ∧ (boost m p).det = 1 ∧
      boost m p * ((m : ℂ) • 1) * (boost m p)ᴴ = slash (energy m p) p := by
  obtain ⟨hE, hE2⟩ := energy_spec hm p
  obtain ⟨c, hc, hc2, hB⟩ := boost_eq_slash hm p
  have hdot : (c • p) ⬝ᵥ (c • p) = c ^ 2 * (energy m p ^ 2 - m ^ 2) := by
    rw [smul_dotProduct, dotProduct_smul, smul_eq_mul, smul_eq_mul, hE2]
    ring
  have hdet : (c * (energy m p + m)) ^ 2 - (c • p) ⬝ᵥ (c • p) = 1 := by
    rw [hdot]
    linear_combination hc2
  have hpd : (slash (c * (energy m p + m)) (c • p)).PosDef :=
    (posDef_slash_iff _ _).2 ⟨by positivity, by linarith⟩
  rw [hB]
  refine ⟨hpd.isHermitian, hpd, ?_, ?_⟩
  · rw [det_slash, hdet, Complex.ofReal_one]
  · have h1 : m * ((c * (energy m p + m)) ^ 2 + (c • p) ⬝ᵥ (c • p)) = energy m p := by
      rw [hdot]
      linear_combination energy m p * hc2
    have h2 : m • (2 * (c * (energy m p + m))) • c • p = p := by
      ext k
      simp only [Pi.smul_apply, smul_eq_mul]
      linear_combination p k * hc2
    rw [hpd.isHermitian.eq, mul_smul_comm, mul_one, smul_mul_assoc, slash_mul_self,
      smul_slash, h1, h2]

/-- For positive mass, any positive definite matrix that maps the rest momentum to `E I + p·σ`
equals the standard boost. -/
theorem boost_unique {m : ℝ} (hm : 0 < m) (p : Fin 3 → ℝ) (B : Matrix (Fin 2) (Fin 2) ℂ)
    (hB : B.PosDef) (h : B * ((m : ℂ) • 1) * Bᴴ = slash (energy m p) p) :
    B = boost m p := by
  have inj : ∀ (s t : ℝ) (u v : Fin 3 → ℝ), slash s u = slash t v → s = t ∧ u = v := by
    intro s t u v h
    rw [slash_eq s u, slash_eq t v] at h
    have e0 := congrArg Complex.re (congrFun (congrFun h 0) 0)
    have e1 := congrArg Complex.re (congrFun (congrFun h 1) 1)
    have e2 := congrArg Complex.re (congrFun (congrFun h 1) 0)
    have e3 := congrArg Complex.im (congrFun (congrFun h 1) 0)
    simp at e0 e1 e2 e3
    refine ⟨by linarith, ?_⟩
    ext k
    fin_cases k <;> simp <;> linarith
  -- a Hermitian matrix is a real combination of I and the Pauli matrices
  obtain ⟨b, q, rfl⟩ : ∃ b q, B = slash b q := by
    have a0 := congrArg Complex.im (hB.isHermitian.apply 0 0)
    have a1 := congrArg Complex.im (hB.isHermitian.apply 1 1)
    have a2 := congrArg Complex.re (hB.isHermitian.apply 0 1)
    have a3 := congrArg Complex.im (hB.isHermitian.apply 0 1)
    simp at a0 a1 a2 a3
    refine ⟨((B 0 0).re + (B 1 1).re) / 2,
      ![(B 1 0).re, (B 1 0).im, ((B 0 0).re - (B 1 1).re) / 2], ?_⟩
    rw [slash_eq]
    ext i j
    fin_cases i <;> fin_cases j <;> apply Complex.ext <;> simp <;> linarith
  obtain ⟨hb, hq⟩ := (posDef_slash_iff b q).1 hB
  rw [hB.isHermitian.eq, mul_smul_comm, mul_one, smul_mul_assoc, slash_mul_self,
    smul_slash] at h
  obtain ⟨h1, h2⟩ := inj _ _ _ _ h
  obtain ⟨c, hc, hc2, hA⟩ := boost_eq_slash hm p
  have hE2 := (energy_spec hm p).2
  have hpp : p ⬝ᵥ p = (2 * m * b) ^ 2 * (q ⬝ᵥ q) := by
    rw [← h2]
    simp only [smul_dotProduct, dotProduct_smul, smul_eq_mul]
    ring
  -- the mass shell relation and positivity force determinant 1
  have hd : b ^ 2 - q ⬝ᵥ q = 1 := by
    have h3 : m ^ 2 * ((b ^ 2 - q ⬝ᵥ q) ^ 2 - 1) = 0 := by
      rw [hpp, ← h1] at hE2
      linear_combination hE2
    have h4 : (b ^ 2 - q ⬝ᵥ q) ^ 2 - 1 = 0 :=
      (mul_eq_zero.1 h3).resolve_left (by positivity)
    nlinarith
  have hEm : energy m p + m = 2 * m * b ^ 2 := by
    rw [← h1]
    linear_combination (-m) * hd
  have hcb : 2 * m * b * c = 1 := by
    have h5 : (2 * m * b * c) ^ 2 = 1 := by
      rw [hEm] at hc2
      linear_combination hc2
    have h6 : 0 < 2 * m * b * c := by positivity
    nlinarith
  have hb' : c * (energy m p + m) = b := by
    rw [hEm]
    linear_combination b * hcb
  have hq' : c • p = q := by
    ext k
    have h7 := congrFun h2 k
    simp only [Pi.smul_apply, smul_eq_mul] at h7 ⊢
    linear_combination (-c) * h7 + q k * hcb
  rw [hA, hb', hq']

/-- For positive mass, the matrices of determinant 1 that map the rest momentum to `E I + p·σ` are
exactly the products of the standard boost with an element of SU(2) on its right. -/
theorem maps_rest_iff {m : ℝ} (hm : 0 < m) (p : Fin 3 → ℝ) (A : Matrix (Fin 2) (Fin 2) ℂ) :
    (A.det = 1 ∧ A * ((m : ℂ) • 1) * Aᴴ = slash (energy m p) p) ↔
      ∃ U ∈ Matrix.specialUnitaryGroup (Fin 2) ℂ, A = boost m p * U := by
  obtain ⟨-, -, hdet, hmap⟩ := boost_spec hm p
  have hm0 : (m : ℂ) ≠ 0 := Complex.ofReal_ne_zero.2 hm.ne'
  have hu : IsUnit (boost m p).det := by
    rw [hdet]
    exact isUnit_one
  simp only [mul_smul_comm, mul_one, smul_mul_assoc] at hmap ⊢
  constructor
  · rintro ⟨hA, h⟩
    have hAA : A * Aᴴ = boost m p * (boost m p)ᴴ :=
      smul_right_injective _ hm0 (h.trans hmap.symm)
    refine ⟨(boost m p)⁻¹ * A, Matrix.mem_specialUnitaryGroup_iff.2
      ⟨Matrix.mem_unitaryGroup_iff.2 ?_, ?_⟩, ?_⟩
    · -- undoing the boost leaves a matrix that fixes the rest momentum
      rw [Matrix.star_eq_conjTranspose, Matrix.conjTranspose_mul]
      calc (boost m p)⁻¹ * A * (Aᴴ * ((boost m p)⁻¹)ᴴ)
          = (boost m p)⁻¹ * (A * Aᴴ) * ((boost m p)⁻¹)ᴴ := by simp only [Matrix.mul_assoc]
        _ = ((boost m p)⁻¹ * boost m p) * ((boost m p)⁻¹ * boost m p)ᴴ := by
            rw [hAA, Matrix.conjTranspose_mul]
            simp only [Matrix.mul_assoc]
        _ = 1 := by
            rw [Matrix.nonsing_inv_mul _ hu, Matrix.conjTranspose_one, Matrix.mul_one]
    · rw [Matrix.det_mul, Matrix.det_nonsing_inv, hdet, hA]
      simp
    · rw [← Matrix.mul_assoc, Matrix.mul_nonsing_inv _ hu, Matrix.one_mul]
  · rintro ⟨U, hU, rfl⟩
    obtain ⟨h1, h2⟩ := Matrix.mem_specialUnitaryGroup_iff.1 hU
    have h3 : U * Uᴴ = 1 := Matrix.mem_unitaryGroup_iff.1 h1
    refine ⟨by rw [Matrix.det_mul, hdet, h2, one_mul], ?_⟩
    have h4 : boost m p * U * (boost m p * U)ᴴ = boost m p * (boost m p)ᴴ := by
      calc boost m p * U * (boost m p * U)ᴴ
          = boost m p * (U * Uᴴ) * (boost m p)ᴴ := by
            rw [Matrix.conjTranspose_mul]
            simp only [Matrix.mul_assoc]
        _ = boost m p * (boost m p)ᴴ := by rw [h3, Matrix.mul_one]
    rw [h4, hmap]

end

end StandardBoost
```

```lean
#print axioms StandardBoost.boost_unique
#print axioms StandardBoost.maps_rest_iff
```

```
'StandardBoost.boost_unique' depends on axioms: [propext, Classical.choice, Quot.sound]
'StandardBoost.maps_rest_iff' depends on axioms: [propext, Classical.choice, Quot.sound]
```

### How the proof follows the calculation

`slash_eq` writes out the entries, and `smul_slash` moves a real factor into the time and space parts. `slash_mul_self` and `det_slash` give the square and the determinant by comparing real and imaginary parts, with `ring` doing the algebra.

In `posDef_slash_iff`, the local statement `quad` expresses \(Q\) in real coordinates. One direction evaluates it on the three test spinors. The other treats \(x_1=0\) separately; when \(x_1\neq0\), `nlinarith` receives the squared real and imaginary parts of the completed square, together with the positive product \((t^2-\mathbf p\cdot\mathbf p)|x_1|^2\).

`energy_spec` supplies \(E>0\) and the mass shell relation, and `boost_eq_slash` supplies \(c\) with \(c^2\,2m(E+m)=1\). In `boost_spec`, the determinant and both coefficients of \(mA^2\) then follow from multiples of that identity, through `linear_combination`.

In `boost_unique`, `inj` justifies comparing coefficients, and the next step extracts \(b\) and \(\mathbf q\) from the entries of `B`. The facts `hd`, `hEm` and `hcb` are \(b^2-\mathbf q\cdot\mathbf q=1\), \(E+m=2mb^2\) and \(2mbc=1\). Positivity selects the root \(+1\) in the first and the last.

`maps_rest_iff` cancels the nonzero mass to obtain \(MM^\dagger=AA^\dagger\). Its first `calc` block shows that \(A^{-1}M\) is unitary, and its second treats the converse.

### Polar decomposition from the same argument

Every \(M\in SL(2,\mathbb C)\) is a standard boost times an element of \(SU(2)\). Fix any \(m>0\). The matrix \(mMM^\dagger\) is positive definite with determinant \(m^2\), so it equals \(X(t,\mathbf p)\) with \(t>0\) and \(t^2-\mathbf p\cdot\mathbf p=m^2\). Thus \(t=E\), and \(M\) maps the rest momentum to \((E,\mathbf p)\). The description of all solutions now gives \(M=AU\). This last deduction is made by hand and is not in the Lean file.
